# Slave-particle bilinears act faithfully as Hubbard operators on the one-particle states

The creation operator $b^\dagger$ is not defined here as the adjoint of $b$. Both are linear maps from a complex vector space $V$ to itself, tied together only by $bb^\dagger-b^\dagger b=1$, and the fermion operators $f_s,f_s^\dagger$ are treated likewise. No inner product is needed, and since every operator is defined on all of $V$, questions of domain do not arise. The states of finite particle number in Fock space fit this description. On the Hilbert-space completion the usual $b$ does not, because it is a closed unbounded operator and so is not defined on every vector.

## One site without double occupancy

Let $s$ run over finitely many flavours, let the $f_s,f_s^\dagger$ obey the canonical anticommutation relations, and let the bosons commute with the fermions. Let $\Omega\neq0$ satisfy $b\,\Omega=f_s\Omega=0$. The state $e_0=b^\dagger\Omega$ stands for the empty site and $e_s=f_s^\dagger\Omega$ for the site holding one electron of flavour $s$.

Write $c_0=b$ and $c_s=f_s$, and let $a,c,d$ run over $0$ and the flavours. Define
$$Q=b^\dagger b+\sum_s f_s^\dagger f_s,\qquad S(M)=\sum_{a,c}M_{ac}\,c_a^\dagger c_c .$$
The claim is that $S(M)$ commutes with $Q$, that $Qe_a=e_a$, and that $S(M)$ acts on the linearly independent $e_a$ as the matrix $M$, respecting products there and determining $M$. In particular, $b^\dagger f_s$ and $f_s^\dagger b$ act as the Hubbard operators $X^{(0s)}$ and $X^{(s0)}$, where $X^{(ad)}e_c=\delta_{dc}e_a$.

**Conservation of $Q$.** For the creators,
$$b^\dagger b\,b^\dagger=b^\dagger(b^\dagger b)+b^\dagger,\qquad f_t^\dagger f_t f_s^\dagger=f_s^\dagger f_t^\dagger f_t+\delta_{ts}f_t^\dagger ,$$
while boson and fermion number terms pass through operators of the other kind. Summing gives $Qc_a^\dagger=c_a^\dagger(Q+1)$. For the annihilators,
$$b^\dagger b\,b=b\,(b^\dagger b)-b,\qquad f_t^\dagger f_tf_s=f_sf_t^\dagger f_t-\delta_{st}f_t ,$$
so $(Q+1)c_d=c_dQ$. Hence $Qc_a^\dagger c_d=c_a^\dagger(Q+1)c_d=c_a^\dagger c_dQ$. Since $Q\Omega=0$, also $Qe_a=c_a^\dagger(Q+1)\Omega=e_a$.

**Matrix units.** The relations give
$$bb^\dagger\Omega=\Omega,\quad f_sf_t^\dagger\Omega=\delta_{st}\Omega,\quad bf_t^\dagger\Omega=f_t^\dagger b\,\Omega=0,\quad f_sb^\dagger\Omega=b^\dagger f_s\Omega=0 .$$
Together these say $c_ae_c=\delta_{ac}\Omega$, so $c_a^\dagger c_de_c=\delta_{dc}e_a$.

**Products and faithfulness.** It follows that $S(M)e_c=\sum_aM_{ac}e_a$, and
$$S(M)S(N)e_c=\sum_{a,d}M_{ad}N_{dc}\,e_a=S(MN)e_c .$$
If $\sum_ag_ae_a=0$, applying $c_c$ leaves $g_c\Omega=0$, so $g_c=0$ and the $e_a$ are independent. If $S(M)$ and $S(N)$ agree on every $e_c$, then $\sum_a(M_{ac}-N_{ac})e_a=0$, which forces $M=N$.

**Failure at $Q=2$.** From $bb^\dagger b^\dagger\Omega=2b^\dagger\Omega$, the operator $b^\dagger b$ has eigenvalue 2 on $b^\dagger b^\dagger\Omega$, and its square has eigenvalue 4. This vector is nonzero because $bb\,b^\dagger b^\dagger\Omega=2\Omega$. Thus $b^\dagger b$ no longer obeys the projector rule of $X^{(00)}$.

For a single infinite-$U$ impurity site with finitely many flavours, this is the algebra behind replacing Hubbard operators by slave-particle bilinears under the constraint $Q=1$.

## The relations and operators in Lean

```lean
import Mathlib

open Finset

namespace BarnesColeman

noncomputable section
```

The type `σ` holds the flavours, and `Module.End ℂ V` is the type of linear maps from $V$ to itself, with `*` as composition. The suffix `d` plays the role of the dagger.

```lean
/-- Canonical boson operators `b, bd` and canonical fermion operators `f s, fd s`,
with bosons commuting with fermions. -/
structure IsSlaveAlgebra {σ V : Type*} [DecidableEq σ] [AddCommGroup V] [Module ℂ V]
    (b bd : Module.End ℂ V) (f fd : σ → Module.End ℂ V) : Prop where
  boson : b * bd - bd * b = 1
  b_f : ∀ s, b * f s = f s * b
  b_fd : ∀ s, b * fd s = fd s * b
  bd_f : ∀ s, bd * f s = f s * bd
  bd_fd : ∀ s, bd * fd s = fd s * bd
  f_fd : ∀ s t, f s * fd t + fd t * f s = if s = t then 1 else 0
  f_f : ∀ s t, f s * f t + f t * f s = 0
  fd_fd : ∀ s t, fd s * fd t + fd t * fd s = 0
```

The structure contains the relations alone; the vacuum conditions are separate hypotheses of the theorems that involve $\Omega$. The index set $\{0\}\cup\{s\}$ becomes `Option σ`, with `none` for $0$ and `some s` for the flavour $s$.

```lean
variable {σ V : Type*} [Fintype σ] [DecidableEq σ] [AddCommGroup V] [Module ℂ V]

/-- Boson and fermion operators in one family: `none` labels the boson, `some s` the
fermion of flavour `s`. -/
def mode (b : Module.End ℂ V) (f : σ → Module.End ℂ V) : Option σ → Module.End ℂ V
  | none => b
  | some s => f s
```

Thus `mode b f a` is $c_a$, and `mode bd fd a` is $c_a^\dagger$. The next three definitions are $Q$, the states $e_a$, and $S(M)$.

```lean
/-- The slave-particle number `Q = b†b + ∑ f†f`. -/
def charge (b bd : Module.End ℂ V) (f fd : σ → Module.End ℂ V) : Module.End ℂ V :=
  bd * b + ∑ s, fd s * f s

/-- The vectors `b†Ω` for `none` and `f†_s Ω` for `some s`; they are the one-particle states when
`Ω` is a vacuum. -/
def physState (bd : Module.End ℂ V) (fd : σ → Module.End ℂ V) (Ω : V) (a : Option σ) : V :=
  mode bd fd a Ω

/-- The slave-particle form `∑ M a c c†_a c_c` of a matrix `M` on the local states. -/
def slave (b bd : Module.End ℂ V) (f fd : σ → Module.End ℂ V)
    (M : Matrix (Option σ) (Option σ) ℂ) : Module.End ℂ V :=
  ∑ a, ∑ c, M a c • (mode bd fd a * mode b f c)
```

## Shifting the charge by one

The two lemmas below are $Qc_a^\dagger=c_a^\dagger Q+c_a^\dagger$ and $Qc_a+c_a=c_aQ$, valid on all of $V$. Each splits into a boson and a fermion case. In the fermion case, `noncomm_ring` rearranges the triple product so that the anticommutators appear, and the canonical relations then evaluate them.

```lean
variable {b bd : Module.End ℂ V} {f fd : σ → Module.End ℂ V} {Ω : V}

/-- Under the relations `IsSlaveAlgebra`, each creation operator raises `Q` by one. -/
theorem charge_create (h : IsSlaveAlgebra b bd f fd) (a : Option σ) :
    charge b bd f fd * mode bd fd a = mode bd fd a * charge b bd f fd + mode bd fd a := by
  cases a with
  | none =>
    have hs : ∀ t, fd t * f t * bd = bd * (fd t * f t) := fun t => by
      rw [mul_assoc, ← h.bd_f, ← mul_assoc, ← h.bd_fd, mul_assoc]
    have hb : b * bd = bd * b + 1 := sub_eq_iff_eq_add'.mp h.boson
    simp only [charge, mode, add_mul, mul_add, sum_mul, mul_sum, hs]
    rw [mul_assoc bd b bd, hb, mul_add, mul_one]
    abel
  | some s =>
    have hs : ∀ t, fd t * f t * fd s
        = fd s * (fd t * f t) + if t = s then fd t else 0 := fun t => by
      calc fd t * f t * fd s = fd t * (f t * fd s + fd s * f t)
            - (fd t * fd s + fd s * fd t) * f t + fd s * (fd t * f t) := by noncomm_ring
        _ = _ := by
          rw [h.f_fd, h.fd_fd]
          split_ifs <;> simp only [mul_one, mul_zero, zero_mul] <;> abel
    have hb : bd * b * fd s = fd s * (bd * b) := by
      rw [mul_assoc, h.b_fd, ← mul_assoc, h.bd_fd, mul_assoc]
    simp only [charge, mode, add_mul, mul_add, sum_mul, mul_sum, hs, hb,
      sum_add_distrib, sum_ite_eq', mem_univ, if_true]
    abel

/-- Under the relations `IsSlaveAlgebra`, each annihilation operator lowers `Q` by one. -/
theorem charge_annihilate (h : IsSlaveAlgebra b bd f fd) (a : Option σ) :
    charge b bd f fd * mode b f a + mode b f a = mode b f a * charge b bd f fd := by
  cases a with
  | none =>
    have hs : ∀ t, fd t * f t * b = b * (fd t * f t) := fun t => by
      rw [mul_assoc, ← h.b_f, ← mul_assoc, ← h.b_fd, mul_assoc]
    have hb : b * bd = bd * b + 1 := sub_eq_iff_eq_add'.mp h.boson
    simp only [charge, mode, add_mul, mul_add, sum_mul, mul_sum, hs]
    rw [← mul_assoc b bd b, hb, add_mul, one_mul]
    abel
  | some s =>
    have hs : ∀ t, fd t * f t * f s
        = f s * (fd t * f t) - if s = t then f t else 0 := fun t => by
      calc fd t * f t * f s = fd t * (f t * f s + f s * f t)
            - (f s * fd t + fd t * f s) * f t + f s * (fd t * f t) := by noncomm_ring
        _ = _ := by
          rw [h.f_fd, h.f_f]
          split_ifs <;> simp only [one_mul, mul_zero, zero_mul] <;> abel
    have hb : bd * b * f s = f s * (bd * b) := by
      rw [mul_assoc, h.b_f, ← mul_assoc, h.bd_f, mul_assoc]
    simp only [charge, mode, add_mul, mul_add, sum_mul, mul_sum, hs, hb,
      sum_sub_distrib, sum_ite_eq, mem_univ, if_true]
    abel
```

## Hubbard operators on the local states

`annihilate_state` is $c_ae_c=\delta_{ac}\Omega$, with one case for each of the four relations used above. `LinearMap.congr_fun` applies an operator identity to $\Omega$.

```lean
omit [Fintype σ] in
/-- Under the relations `IsSlaveAlgebra`, if `b` and all `f s` kill `Ω`, then `c_a c†_c Ω = δ_ac Ω`.
-/
theorem annihilate_state (h : IsSlaveAlgebra b bd f fd) (hb : b Ω = 0)
    (hf : ∀ s, f s Ω = 0) (a c : Option σ) :
    mode b f a (physState bd fd Ω c) = if a = c then Ω else 0 := by
  rcases a with _ | s <;> rcases c with _ | t
  · simpa [physState, mode, hb] using LinearMap.congr_fun h.boson Ω
  · simpa [physState, mode, hb] using LinearMap.congr_fun (h.b_fd t) Ω
  · simpa [physState, mode, hf] using LinearMap.congr_fun (h.bd_f s).symm Ω
  · have h1 := LinearMap.congr_fun (h.f_fd s t) Ω
    by_cases hst : s = t
    · subst hst
      simpa [physState, mode, hf] using h1
    · simpa [physState, mode, hf, hst] using h1
```

Applying $c_a^\dagger$ to that result gives the matrix units.

```lean
omit [Fintype σ] in
/-- Under the relations `IsSlaveAlgebra`, if `b` and all `f s` kill `Ω`, the bilinear `c†_a c_d`
acts on the vectors `b†Ω, f†_s Ω` as the Hubbard operator `X^(ad)`. -/
theorem hubbard_unit (h : IsSlaveAlgebra b bd f fd) (hb : b Ω = 0)
    (hf : ∀ s, f s Ω = 0) (a d c : Option σ) :
    (mode bd fd a * mode b f d) (physState bd fd Ω c)
      = if d = c then physState bd fd Ω a else 0 := by
  rw [Module.End.mul_apply, annihilate_state h hb hf]
  split_ifs
  · rfl
  · exact map_zero _
```

The charge of $e_a$ follows from $Q\Omega=0$ and the raising relation.

```lean
/-- Under the relations `IsSlaveAlgebra`, if `b` and all `f s` kill `Ω`, then `Q` fixes each of the
vectors `b†Ω, f†_s Ω`. -/
theorem charge_state (h : IsSlaveAlgebra b bd f fd) (hb : b Ω = 0)
    (hf : ∀ s, f s Ω = 0) (a : Option σ) :
    charge b bd f fd (physState bd fd Ω a) = physState bd fd Ω a := by
  have hQ : charge b bd f fd Ω = 0 := by simp [charge, hb, hf, LinearMap.sum_apply]
  have h1 := LinearMap.congr_fun (charge_create h a) Ω
  simpa only [physState, Module.End.mul_apply, LinearMap.add_apply, hQ, map_zero,
    zero_add] using h1
```

The main theorem collects six statements, in the order of the claim. `Commute` is an identity between operators on all of $V$, whereas the product rule is stated only on the vectors `e c`. The theorem does not say that the $e_a$ span the whole $Q=1$ eigenspace: $V$ may contain further vacua.

In the proof, `hcomm` combines the two charge shifts, `hact` computes the matrix action, and `hli` extracts one coefficient with an annihilator. The product rule then comes from exchanging two finite sums, and the last part applies independence to column `c` of $M-N$.

```lean
/-- Under the relations `IsSlaveAlgebra`, if `b` and all `f s` kill `Ω ≠ 0`, the operators `S M`
conserve `Q`, and on the independent `Q = 1` states `b†Ω, f†_s Ω` they act as their matrices,
respect products and determine the matrix. -/
theorem barnes_coleman_faithful (h : IsSlaveAlgebra b bd f fd) (hb : b Ω = 0)
    (hf : ∀ s, f s Ω = 0) (hΩ : Ω ≠ 0) :
    let S := slave b bd f fd
    let e := physState bd fd Ω
    (∀ M, Commute (charge b bd f fd) (S M)) ∧ (∀ a, charge b bd f fd (e a) = e a) ∧
    LinearIndependent ℂ e ∧ (∀ M c, S M (e c) = ∑ a, M a c • e a) ∧
    (∀ M N c, S M (S N (e c)) = S (M * N) (e c)) ∧
    (∀ M N, (∀ c, S M (e c) = S N (e c)) → M = N) := by
  intro S e
  have hcomm : ∀ a c, charge b bd f fd * (mode bd fd a * mode b f c)
      = mode bd fd a * mode b f c * charge b bd f fd := fun a c => by
    rw [← mul_assoc, charge_create h, add_mul, mul_assoc, ← mul_add,
      charge_annihilate h, mul_assoc]
  have hact : ∀ M c, S M (e c) = ∑ a, M a c • e a := fun M c => by
    simp only [S, e, slave, LinearMap.sum_apply, LinearMap.smul_apply,
      hubbard_unit h hb hf, smul_ite, smul_zero, sum_ite_eq', mem_univ, if_true]
  -- an annihilator picks out one coefficient of a vanishing combination
  have hli : LinearIndependent ℂ e := by
    rw [Fintype.linearIndependent_iff]
    intro g hg c
    have h1 := congrArg (mode b f c) hg
    simp only [e, map_sum, map_smul, annihilate_state h hb hf, smul_ite, smul_zero,
      sum_ite_eq, mem_univ, if_true, map_zero] at h1
    exact (smul_eq_zero.mp h1).resolve_right hΩ
  refine ⟨fun M => ?_, charge_state h hb hf, hli, hact, fun M N c => ?_, fun M N hMN => ?_⟩
  · change charge b bd f fd * S M = S M * charge b bd f fd
    simp only [S, slave, mul_sum, sum_mul, mul_smul_comm, smul_mul_assoc, hcomm]
  · rw [hact N, map_sum]
    simp only [map_smul, hact, Matrix.mul_apply, sum_smul, smul_sum, smul_smul]
    rw [sum_comm]
    exact sum_congr rfl fun d _ => sum_congr rfl fun a _ => by rw [mul_comm]
  · ext a c
    have h0 : ∑ a, (M a c - N a c) • e a = 0 := by
      simp only [sub_smul, sum_sub_distrib]
      rw [← hact M c, ← hact N c, hMN, sub_self]
    exact sub_eq_zero.mp (Fintype.linearIndependent_iff.mp hli _ h0 a)
```

The transfer operators between the empty and occupied site are special cases of `hubbard_unit`.

```lean
omit [Fintype σ] in
/-- Under the relations `IsSlaveAlgebra`, if `b` and all `f s` kill `Ω`, then `b†f_s` takes `f†_t Ω`
to `δ_st b†Ω` and kills `b†Ω`, while `f†_s b` takes `b†Ω` to `f†_s Ω` and kills every `f†_t Ω`. -/
theorem hubbard_transfer (h : IsSlaveAlgebra b bd f fd) (hb : b Ω = 0)
    (hf : ∀ s, f s Ω = 0) (s t : σ) :
    (bd * f s) (fd t Ω) = (if s = t then bd Ω else 0) ∧ (bd * f s) (bd Ω) = 0 ∧
    (fd s * b) (bd Ω) = fd s Ω ∧ (fd s * b) (fd t Ω) = 0 := by
  refine ⟨?_, ?_, ?_, ?_⟩
  · simpa [physState, mode] using hubbard_unit h hb hf none (some s) (some t)
  · simpa [physState, mode] using hubbard_unit h hb hf none (some s) none
  · simpa [physState, mode] using hubbard_unit h hb hf (some s) none none
  · simpa [physState, mode] using hubbard_unit h hb hf (some s) none (some t)
```

## A state with two bosons breaks the projector rule

The proof finds the eigenvalue 2 of $b^\dagger b$. Idempotence would then make $b^\dagger b^\dagger\Omega$ vanish, and two applications of $b$ would give $\Omega=0$. In Fock space the normalised state is $b^\dagger b^\dagger\Omega/\sqrt2$ for normalised $\Omega$, with the same eigenvalues.

```lean
/-- Under the relations `IsSlaveAlgebra`, if `b` and all `f s` kill `Ω ≠ 0`, the state `b†b†Ω` has
`Q = 2`, and on it `b†b` fails the projector rule `X^(00) X^(00) = X^(00)`. -/
theorem projector_fails_at_two (h : IsSlaveAlgebra b bd f fd) (hb : b Ω = 0)
    (hf : ∀ s, f s Ω = 0) (hΩ : Ω ≠ 0) :
    charge b bd f fd (bd (bd Ω)) = (2 : ℂ) • bd (bd Ω) ∧
    (bd * b) ((bd * b) (bd (bd Ω))) ≠ (bd * b) (bd (bd Ω)) := by
  have h0 : b (bd Ω) = Ω := by simpa [hb] using LinearMap.congr_fun h.boson Ω
  have h1 : b (bd (bd Ω)) = (2 : ℂ) • bd Ω := by
    have h2 : b (bd (bd Ω)) - bd (b (bd Ω)) = bd Ω := LinearMap.congr_fun h.boson (bd Ω)
    rw [h0] at h2
    rw [sub_eq_iff_eq_add.mp h2, two_smul]
  have hN : (bd * b) (bd (bd Ω)) = (2 : ℂ) • bd (bd Ω) := by
    rw [Module.End.mul_apply, h1, map_smul]
  constructor
  · have hc : charge b bd f fd (bd (bd Ω)) = bd (charge b bd f fd (bd Ω)) + bd (bd Ω) :=
      LinearMap.congr_fun (charge_create h none) (bd Ω)
    have hQ : charge b bd f fd (bd Ω) = bd Ω := charge_state h hb hf none
    rw [hc, hQ, two_smul]
  · intro he
    rw [hN, map_smul, hN] at he
    have h2 : (2 : ℂ) • bd (bd Ω) = 0 := by linear_combination (norm := module) he
    have h3 := (smul_eq_zero.mp h2).resolve_left two_ne_zero
    rw [h3, map_zero] at h1
    have h4 := (smul_eq_zero.mp h1.symm).resolve_left two_ne_zero
    rw [h4, map_zero] at h0
    exact hΩ h0.symm
```

## A spin-1/2 realisation with polynomial bosons

A concrete space shows that the assumptions are consistent for two flavours. Each of the four fermion configurations carries a polynomial in a variable $x$. Differentiation serves as $b$ and multiplication by $x$ as $b^\dagger$, so $x^n$ represents $n$ bosons; the normalised number state corresponds to $x^n/\sqrt{n!}$.

```lean
/-- Model space: four spin-1/2 fermion configurations (empty, up, down, both), each with a
polynomial as boson state. -/
abbrev Model := Fin 4 → Polynomial ℂ

/-- Boson annihilation as differentiation. -/
def modelB : Module.End ℂ Model where
  toFun ψ i := Polynomial.derivative (ψ i)
  map_add' _ _ := by funext i; simp
  map_smul' _ _ := by funext i; simp

/-- Boson creation as multiplication by the variable. -/
def modelBd : Module.End ℂ Model where
  toFun ψ i := Polynomial.X * ψ i
  map_add' _ _ := by funext i; simp [mul_add]
  map_smul' _ _ := by funext i; simp
```

The minus signs in the spin-down operators make them anticommute with the spin-up operators.

```lean
/-- Fermion annihilation for spin up (`0`) and spin down (`1`). -/
def modelF (s : Fin 2) : Module.End ℂ Model where
  toFun ψ := if s = 0 then ![ψ 1, 0, ψ 3, 0] else ![ψ 2, -ψ 3, 0, 0]
  map_add' _ _ := by
    funext i; fin_cases i <;> by_cases hs : s = 0 <;> simp [hs, add_comm]
  map_smul' _ _ := by
    funext i; fin_cases i <;> by_cases hs : s = 0 <;> simp [hs]

/-- Fermion creation for spin up (`0`) and spin down (`1`). -/
def modelFd (s : Fin 2) : Module.End ℂ Model where
  toFun ψ := if s = 0 then ![0, ψ 0, 0, ψ 2] else ![0, 0, ψ 0, -ψ 1]
  map_add' _ _ := by
    funext i; fin_cases i <;> by_cases hs : s = 0 <;> simp [hs, add_comm]
  map_smul' _ _ := by
    funext i; fin_cases i <;> by_cases hs : s = 0 <;> simp [hs]
```

The vacuum is the constant polynomial 1 in the empty configuration. The product rule for derivatives gives the boson relation, and the other relations are checked component by component.

```lean
/-- The model operators obey the slave-particle relations, and the nonzero vector
`(1, 0, 0, 0)` is killed by all annihilators. -/
theorem slaveAlgebra_witness :
    IsSlaveAlgebra modelB modelBd modelF modelFd ∧ modelB ![1, 0, 0, 0] = 0 ∧
    (∀ s, modelF s ![1, 0, 0, 0] = 0) ∧ (![1, 0, 0, 0] : Model) ≠ 0 := by
  refine ⟨⟨?_, ?_, ?_, ?_, ?_, ?_, ?_, ?_⟩, ?_, ?_, ?_⟩
  · refine LinearMap.ext fun ψ => funext fun i => ?_
    simp [modelB, modelBd, Polynomial.derivative_mul]
  iterate 4
    · intro s
      refine LinearMap.ext fun ψ => funext fun i => ?_
      fin_cases s <;> fin_cases i <;> simp [modelB, modelBd, modelF, modelFd]
  iterate 3
    · intro s t
      refine LinearMap.ext fun ψ => funext fun i => ?_
      fin_cases s <;> fin_cases t <;> fin_cases i <;> simp [modelF, modelFd]
  · funext i
    fin_cases i <;> simp [modelB]
  · intro s
    funext i
    fin_cases s <;> fin_cases i <;> simp [modelF]
  · intro h
    simpa using congrFun h 0

end

end BarnesColeman
```

```lean
#print axioms BarnesColeman.barnes_coleman_faithful
#print axioms BarnesColeman.hubbard_transfer
#print axioms BarnesColeman.projector_fails_at_two
```

```
'BarnesColeman.barnes_coleman_faithful' depends on axioms: [propext, Classical.choice, Quot.sound]
'BarnesColeman.hubbard_transfer' depends on axioms: [propext, Classical.choice, Quot.sound]
'BarnesColeman.projector_fails_at_two' depends on axioms: [propext, Classical.choice, Quot.sound]
```
